# A bound on the excess variance of the balance heuristic for nonnegative finite sums

To estimate the partition sum of a small lattice model from samples drawn at several temperatures, one adds

f(x)/D(x), D(x) = Σ_j n_j q_j(x)

for every sampled configuration x. Here f(x) is the Boltzmann factor, q_j the normalised distribution of technique j and n_j its number of samples. Every q_j is evaluated at x, whichever technique produced it, so the partition sums at the sampling temperatures are taken as known; the one to be estimated belongs to another temperature. This is the balance heuristic, and the problems below bound what it can lose in variance against other nonnegative weights of the techniques that sum to one at each x, for the same numbers of independent samples. Treating correlated Markov-chain output as independent draws is a further step that the hypotheses do not justify.

## Samples, estimator and weights

The finite types `X`, `ι` and `K` hold configurations, techniques and sample labels.

```lean
import Mathlib

open Finset

namespace MultipleImportanceSampling

noncomputable section

variable {ι K X : Type*} [Fintype ι] [DecidableEq ι] [Fintype K] [DecidableEq K] [Fintype X]
```

A run ω assigns a configuration ω_k to each label k and has probability Π_k p_k(ω_k). Write E for the mean over all runs and Var for the mean squared deviation. Normalisation of p enters later, as a hypothesis.

```lean
/-- Mean of an observable `φ` of independent samples, the sample `k` having distribution `p k`. -/
def mean (p : K → X → ℝ) (φ : (K → X) → ℝ) : ℝ :=
  ∑ ω : K → X, (∏ k, p k (ω k)) * φ ω

/-- Variance of an observable of independent samples: its mean squared deviation from its mean. -/
def variance (p : K → X → ℝ) (φ : (K → X) → ℝ) : ℝ :=
  mean p (fun ω => (φ ω - mean p φ) ^ 2)
```

In multiple importance sampling a label is a pair (i, j), with j = 0, …, n_i − 1.

```lean
/-- Labels of the samples: technique `i` supplies `n i` of them. -/
abbrev SampleIndex (n : ι → ℕ) := (i : ι) × Fin (n i)
```

With weights w_i(x), fixed before sampling, the estimator is

F = Σ_i (1/n_i) Σ_j w_i(ω_ij) f(ω_ij)/q_i(ω_ij).

```lean
/-- The multi-sample estimator with weights `w`, for counts `n i ≥ 1` and nonzero `q i`. -/
def estimator (n : ι → ℕ) (q w : ι → X → ℝ) (f : X → ℝ) (ω : SampleIndex n → X) : ℝ :=
  ∑ i, 1 / (n i : ℝ) * ∑ j : Fin (n i), w i (ω ⟨i, j⟩) * f (ω ⟨i, j⟩) / q i (ω ⟨i, j⟩)

/-- Variance of the multi-sample estimator, for counts `n i ≥ 1` and nonzero `q i`. -/
def misVariance (n : ι → ℕ) (q w : ι → X → ℝ) (f : X → ℝ) : ℝ :=
  variance (fun k : SampleIndex n => q k.1) (estimator n q w f)
```

The balance weights are b_i = n_i q_i/D; inserting them in F gives the f/D contributions above.

```lean
/-- The balance heuristic, defined where `∑ j, n j * q j x` is nonzero. -/
def balance (n : ι → ℕ) (q : ι → X → ℝ) (i : ι) (x : X) : ℝ :=
  n i * q i x / ∑ j, n j * q j x
```

## (a) Products over independent samples

Show that the mean of a product of one-sample functions factorises:

E[Π_k u_k(ω_k)] = Π_k Σ_x p_k(x) u_k(x).

**Solution.** The left side is Σ_ω Π_k p_k(ω_k) u_k(ω_k). Expanding the right side picks one x for each k, which is one run ω, so the terms agree. `prod_univ_sum` is this expansion.

```lean
/-- The mean of a product of one-sample functions `u k` is the product of the one-sample sums
`∑ x, p k x * u k x`. -/
theorem mean_prod (p u : K → X → ℝ) :
    mean p (fun ω => ∏ k, u k (ω k)) = ∏ k, ∑ x, p k x * u k x := by
  simp only [mean, ← prod_mul_distrib]
  rw [prod_univ_sum, Fintype.piFinset_univ]
```

## (b) Sums of observables

Show that the mean is additive:

E[Σ_k φ_k] = Σ_k E[φ_k].

**Solution.** Distribute the probability of ω over the sum and exchange the two finite sums.

```lean
/-- The mean of a sum of observables, one for each sample label, is the sum of their means. -/
theorem mean_sum (p : K → X → ℝ) (φ : K → (K → X) → ℝ) :
    mean p (fun ω => ∑ k, φ k ω) = ∑ k, mean p (φ k) := by
  simp only [mean, mul_sum]
  exact sum_comm
```

## (c) A function of one sample

For normalised p_k, show that the other samples drop out:

E[g(ω_k)] = Σ_x p_k(x) g(x).

**Solution.** In (a) take u_k = g and u_m = 1 for m ≠ k. Each other factor is Σ_x p_m(x) = 1.

```lean
/-- For normalised distributions, a function of one sample is averaged over that sample alone. -/
theorem mean_single (p : K → X → ℝ) (hp : ∀ k, ∑ x, p k x = 1) (k : K) (g : X → ℝ) :
    mean p (fun ω => g (ω k)) = ∑ x, p k x * g x := by
  have h := mean_prod p (fun m x => if m = k then g x else 1)
  have e : ∀ ω : K → X, (∏ m, if m = k then g (ω m) else 1) = g (ω k) := by
    intro ω
    simp
  simp only [e] at h
  rw [h, prod_eq_single k]
  · simp
  · intro m _ hm
    simp [hm, hp]
  · simp
```

## (d) Adding variances

For normalised p_k, show that

Var[Σ_k g_k(ω_k)] = Σ_k [Σ_x p_k g_k² − (Σ_x p_k g_k)²].

**Solution.** Put M_k = Σ_x p_k g_k and c_k = g_k − M_k. By (b) and (c) the total mean is Σ_k M_k, so the variance is

Σ_k Σ_l E[c_k(ω_k) c_l(ω_l)].

For l ≠ k, (a) gives a factor Σ_x p_k c_k = M_k − M_k = 0 (`hcross`). The diagonal terms are

Σ_x p_k (g_k − M_k)² = Σ_x p_k g_k² − 2M_k² + M_k²,

which `key` expands.

```lean
/-- For normalised distributions, the variances of contributions from independent samples add. -/
theorem variance_sum (p : K → X → ℝ) (hp : ∀ k, ∑ x, p k x = 1) (g : K → X → ℝ) :
    variance p (fun ω => ∑ k, g k (ω k)) =
      ∑ k, (∑ x, p k x * g k x ^ 2 - (∑ x, p k x * g k x) ^ 2) := by
  have hm : mean p (fun ω => ∑ k, g k (ω k)) = ∑ k, ∑ x, p k x * g k x :=
    (mean_sum p (fun k ω => g k (ω k))).trans
      (sum_congr rfl fun k _ => mean_single p hp k (g k))
  -- centre each contribution
  obtain ⟨c, hc⟩ : ∃ c : K → X → ℝ, ∀ k x, c k x = g k x - ∑ y, p k y * g k y :=
    ⟨_, fun _ _ => rfl⟩
  have hc0 : ∀ k, ∑ x, p k x * c k x = 0 := by
    intro k
    simp only [hc, mul_sub, sum_sub_distrib]
    rw [← sum_mul, hp, one_mul, sub_self]
  -- different samples are uncorrelated
  have hcross : ∀ k l, l ≠ k → mean p (fun ω => c k (ω k) * c l (ω l)) = 0 := by
    intro k l hlk
    have h := mean_prod p
      (fun m x => (if m = k then c k x else 1) * (if m = l then c l x else 1))
    have e : ∀ ω : K → X, (∏ m, (if m = k then c k (ω m) else 1) *
        (if m = l then c l (ω m) else 1)) = c k (ω k) * c l (ω l) := by
      intro ω
      rw [prod_mul_distrib]
      simp
    simp only [e] at h
    rw [h]
    exact prod_eq_zero (mem_univ k) (by simp [hlk.symm, hc0])
  have hsq : variance p (fun ω => ∑ k, g k (ω k)) =
      mean p (fun ω => ∑ k, ∑ l, c k (ω k) * c l (ω l)) := by
    simp only [variance, hm]
    congr 1
    funext ω
    rw [← sum_mul_sum, ← sq]
    simp only [hc, sum_sub_distrib]
  rw [hsq, mean_sum p (fun k ω => ∑ l, c k (ω k) * c l (ω l))]
  refine sum_congr rfl fun k _ => ?_
  rw [mean_sum p (fun l ω => c k (ω k) * c l (ω l)),
    sum_eq_single k (fun l _ hl => hcross k l hl) (by simp),
    mean_single p hp k (fun x => c k x * c k x)]
  have key : ∀ M : ℝ, ∑ x, p k x * ((g k x - M) * (g k x - M)) =
      ∑ x, p k x * g k x ^ 2 - 2 * M * ∑ x, p k x * g k x + M ^ 2 := by
    intro M
    calc _ = ∑ x, (p k x * g k x ^ 2 - 2 * M * (p k x * g k x) + M ^ 2 * p k x) :=
          sum_congr rfl fun x _ => by ring
      _ = _ := by rw [sum_add_distrib, sum_sub_distrib, ← mul_sum, ← mul_sum, hp, mul_one]
  simp only [hc]
  rw [key]
  ring
```

## (e) One contribution per sample

Rewrite the estimator as a single sum:

F = Σ_(i,j) w_i(ω_ij) f(ω_ij)/(q_i(ω_ij) n_i).

**Solution.** Move 1/n_i inside the sum over j and merge the sums over i and j.

```lean
omit [DecidableEq ι] [Fintype X] in
/-- The estimator is a sum of one contribution per sample. -/
theorem estimator_eq (n : ι → ℕ) (q w : ι → X → ℝ) (f : X → ℝ) :
    estimator n q w f = fun ω => ∑ k : SampleIndex n,
      w k.1 (ω k) * f (ω k) / q k.1 (ω k) / n k.1 := by
  funext ω
  rw [Fintype.sum_sigma]
  refine sum_congr rfl fun i _ => ?_
  rw [mul_sum]
  exact sum_congr rfl fun j _ => by ring
```

## (f) Unbiasedness

For n_i ≥ 1, positive normalised q_i and Σ_i w_i(x) = 1, show that

E[F] = Σ_x f(x).

**Solution.** By (b) and (c), sample (i, j) contributes

Σ_x q_i w_i f/(q_i n_i) = (1/n_i) Σ_x w_i f.

The n_i equal terms give Σ_x w_i f. Summing over i gives Σ_x f Σ_i w_i = Σ_x f.

```lean
/-- With positive probabilities `q i`, counts `n i ≥ 1` and weights summing to one at each point,
the estimator has mean `∑ x, f x`. -/
theorem estimator_unbiased (n : ι → ℕ) (q w : ι → X → ℝ) (f : X → ℝ) (hn : ∀ i, 1 ≤ n i)
    (hq : ∀ i x, 0 < q i x) (hq1 : ∀ i, ∑ x, q i x = 1) (hw1 : ∀ x, ∑ i, w i x = 1) :
    mean (fun k : SampleIndex n => q k.1) (estimator n q w f) = ∑ x, f x := by
  rw [estimator_eq, mean_sum _ (fun (k : SampleIndex n) ω =>
    w k.1 (ω k) * f (ω k) / q k.1 (ω k) / n k.1)]
  have h : ∀ k : SampleIndex n, mean (fun k : SampleIndex n => q k.1)
      (fun ω => w k.1 (ω k) * f (ω k) / q k.1 (ω k) / n k.1) =
      (∑ x, w k.1 x * f x) / n k.1 := by
    intro k
    rw [mean_single _ (fun k => hq1 k.1) k (fun x => w k.1 x * f x / q k.1 x / n k.1), sum_div]
    refine sum_congr rfl fun x _ => ?_
    have := (hq k.1 x).ne'
    field_simp
  rw [sum_congr rfl fun k _ => h k, Fintype.sum_sigma]
  have h2 : ∀ i, ∑ _j : Fin (n i), (∑ x, w i x * f x) / (n i : ℝ) = ∑ x, w i x * f x := by
    intro i
    have : (n i : ℝ) ≠ 0 := Nat.cast_ne_zero.mpr (by have := hn i; omega)
    rw [sum_const, card_univ, Fintype.card_fin, nsmul_eq_mul, mul_div_cancel₀ _ this]
  rw [sum_congr rfl fun i _ => h2 i, sum_comm]
  exact sum_congr rfl fun x _ => by rw [← sum_mul, hw1, one_mul]
```

## (g) The estimator's variance

For n_i ≥ 1 and positive normalised q_i, put μ_i = Σ_x w_i f and show that

Var[F] = Σ_i (1/n_i) [Σ_x (w_i f)²/q_i − μ_i²].

**Solution.** Apply (d) to the contributions in (e). Each has second moment (1/n_i²) Σ_x (w_i f)²/q_i and squared mean μ_i²/n_i². There are n_i of them for each i.

```lean
/-- Variance of the estimator for positive probabilities `q i` and counts `n i ≥ 1`. -/
theorem misVariance_eq (n : ι → ℕ) (q w : ι → X → ℝ) (f : X → ℝ) (hn : ∀ i, 1 ≤ n i)
    (hq : ∀ i x, 0 < q i x) (hq1 : ∀ i, ∑ x, q i x = 1) :
    misVariance n q w f =
      ∑ i, (∑ x, (w i x * f x) ^ 2 / q i x - (∑ x, w i x * f x) ^ 2) / n i := by
  rw [misVariance, estimator_eq, variance_sum _ (fun k => hq1 k.1)
    (fun (k : SampleIndex n) x => w k.1 x * f x / q k.1 x / n k.1), Fintype.sum_sigma]
  refine sum_congr rfl fun i _ => ?_
  have hni : (n i : ℝ) ≠ 0 := Nat.cast_ne_zero.mpr (by have := hn i; omega)
  have h1 : ∑ x, q i x * (w i x * f x / q i x / n i) ^ 2 =
      (∑ x, (w i x * f x) ^ 2 / q i x) / (n i : ℝ) ^ 2 := by
    rw [sum_div]
    refine sum_congr rfl fun x _ => ?_
    have := (hq i x).ne'
    field_simp
  have h2 : ∑ x, q i x * (w i x * f x / q i x / n i) = (∑ x, w i x * f x) / n i := by
    rw [sum_div]
    refine sum_congr rfl fun x _ => ?_
    have := (hq i x).ne'
    field_simp
  dsimp only
  rw [h1, h2, sum_const, card_univ, Fintype.card_fin, nsmul_eq_mul]
  field_simp
```

## (h) Balance weights against any nonnegative weights

Let f ≥ 0, μ = Σ_x f, N = Σ_i n_i and m = min n_i (`univ.inf'` in Lean), with at least one technique. Under the conditions of (f), show for all w_i ≥ 0 that

Var_b ≤ Var_w + (1/m − 1/N) μ².

**Solution.** For weights v, (g) reads Var_v = S_v − T_v, with

S_v = Σ_x Σ_i (v_i f)²/(n_i q_i), T_v = Σ_i (Σ_x v_i f)²/n_i.

Use Cauchy–Schwarz as (Σ_i a_i)²/Σ_i d_i ≤ Σ_i a_i²/d_i for d_i > 0.

- With a_i = w_i f and d_i = n_i q_i, the inner sum of S_w is at least f²/D. For b it equals Σ_i n_i q_i f²/D² = f²/D. Hence S_b ≤ S_w (`hS`).
- With a_i = Σ_x b_i f and d_i = n_i, T_b ≥ μ²/N (`hlow`).
- For w, the μ_i are nonnegative and sum to μ, so μ_i²/n_i ≤ μ_i μ/m. Summing gives T_w ≤ μ²/m (`hup`).

Therefore

Var_b ≤ S_w − μ²/N = Var_w + T_w − μ²/N ≤ Var_w + μ²/m − μ²/N.

`linarith` combines these inequalities.

```lean
/-- For `f ≥ 0`, positive probabilities `q i` and counts `n i ≥ 1`, the variance of the balance
heuristic exceeds that of any nonnegative weights summing to one at each point by at most
`(1 / min n i - 1 / ∑ n i) * (∑ f) ^ 2`. -/
theorem balance_variance_le [Nonempty ι] (n : ι → ℕ) (q w : ι → X → ℝ) (f : X → ℝ)
    (hn : ∀ i, 1 ≤ n i) (hq : ∀ i x, 0 < q i x) (hq1 : ∀ i, ∑ x, q i x = 1)
    (hf : ∀ x, 0 ≤ f x) (hw0 : ∀ i x, 0 ≤ w i x) (hw1 : ∀ x, ∑ i, w i x = 1) :
    misVariance n q (balance n q) f ≤ misVariance n q w f +
      (1 / ((univ.inf' univ_nonempty n : ℕ) : ℝ) - 1 / ∑ i, (n i : ℝ)) * (∑ x, f x) ^ 2 := by
  have hn' : ∀ i, (0 : ℝ) < n i := fun i => Nat.cast_pos.mpr (hn i)
  have hD : ∀ x, 0 < ∑ j, (n j : ℝ) * q j x := fun x =>
    sum_pos (fun j _ => mul_pos (hn' j) (hq j x)) univ_nonempty
  have hb1 : ∀ x, ∑ i, balance n q i x = 1 := by
    intro x
    simp only [balance]
    rw [← sum_div, div_self (hD x).ne']
  have hsum : ∀ v : ι → X → ℝ, (∀ x, ∑ i, v i x = 1) →
      ∑ i, ∑ x, v i x * f x = ∑ x, f x := by
    intro v hv
    rw [sum_comm]
    exact sum_congr rfl fun x _ => by rw [← sum_mul, hv, one_mul]
  have split : ∀ v : ι → X → ℝ, misVariance n q v f =
      ∑ x, ∑ i, (v i x * f x) ^ 2 / q i x / n i - ∑ i, (∑ x, v i x * f x) ^ 2 / n i := by
    intro v
    rw [misVariance_eq n q v f hn hq hq1, sum_comm, ← sum_sub_distrib]
    exact sum_congr rfl fun i _ => by rw [sub_div, sum_div]
  -- the balance weights minimise the second-moment part at each point
  have hS : ∀ x, ∑ i, (balance n q i x * f x) ^ 2 / q i x / n i ≤
      ∑ i, (w i x * f x) ^ 2 / q i x / n i := by
    intro x
    obtain ⟨D, hDe⟩ : ∃ D : ℝ, D = ∑ j, (n j : ℝ) * q j x := ⟨_, rfl⟩
    have hD0 : D ≠ 0 := by rw [hDe]; exact (hD x).ne'
    calc _ = ∑ i, (n i * q i x) * (f x ^ 2 / D ^ 2) := by
          refine sum_congr rfl fun i _ => ?_
          have h1 := (hn' i).ne'
          have h2 := (hq i x).ne'
          rw [balance, ← hDe]
          field_simp
      _ = f x ^ 2 / D := by
          rw [← sum_mul, ← hDe]
          field_simp
      _ = (∑ i, w i x * f x) ^ 2 / ∑ i, (n i : ℝ) * q i x := by
          rw [← sum_mul, hw1, one_mul, hDe]
      _ ≤ ∑ i, (w i x * f x) ^ 2 / (n i * q i x) :=
          sq_sum_div_le_sum_sq_div _ _ fun i _ => mul_pos (hn' i) (hq i x)
      _ = _ := sum_congr rfl fun i _ => by rw [div_div, mul_comm (q i x)]
  -- Cauchy-Schwarz bounds the subtracted part of the balance heuristic from below
  have hlow : (∑ x, f x) ^ 2 / ∑ i, (n i : ℝ) ≤
      ∑ i, (∑ x, balance n q i x * f x) ^ 2 / n i := by
    rw [← hsum _ hb1]
    exact sq_sum_div_le_sum_sq_div _ _ fun i _ => hn' i
  -- nonnegativity bounds the subtracted part of the competitor from above
  obtain ⟨m, hme⟩ : ∃ m : ℝ, m = ((univ.inf' univ_nonempty n : ℕ) : ℝ) := ⟨_, rfl⟩
  have hm : 0 < m := by
    rw [hme]
    exact Nat.cast_pos.mpr (le_inf' _ _ fun i _ => hn i)
  have hup : ∑ i, (∑ x, w i x * f x) ^ 2 / n i ≤ (∑ x, f x) ^ 2 / m := by
    have hM0 : ∀ i, 0 ≤ ∑ x, w i x * f x := fun i =>
      sum_nonneg fun x _ => mul_nonneg (hw0 i x) (hf x)
    calc _ ≤ ∑ i, (∑ x, w i x * f x) * (∑ x, f x) / m := by
          refine sum_le_sum fun i _ => ?_
          have hmn : m ≤ n i := by
            rw [hme]
            exact Nat.cast_le.mpr (inf'_le _ (mem_univ i))
          have hle : ∑ x, w i x * f x ≤ ∑ x, f x := by
            rw [← hsum w hw1]
            exact single_le_sum (f := fun i => ∑ x, w i x * f x)
              (fun j _ => hM0 j) (mem_univ i)
          have hprod := mul_le_mul_of_nonneg_left hle (hM0 i)
          rw [sq]
          exact div_le_div₀ ((mul_nonneg (hM0 i) (hM0 i)).trans hprod) hprod hm hmn
      _ = _ := by rw [← sum_div, ← sum_mul, hsum w hw1, sq]
  have htot := sum_le_sum fun x (_ : x ∈ (univ : Finset X)) => hS x
  have e : (1 / m - 1 / ∑ i, (n i : ℝ)) * (∑ x, f x) ^ 2 =
      (∑ x, f x) ^ 2 / m - (∑ x, f x) ^ 2 / ∑ i, (n i : ℝ) := by ring
  rw [split, split, ← hme, e]
  linarith
```

## (i) Against one technique alone

Under the same conditions, compare with using only the n_k samples of technique k:

Var_b ≤ (Σ_x f²/q_k − μ²)/n_k + (1/m − 1/N) μ².

**Solution.** In (h) take w_k = 1 and all other weights zero; in (g) only the term i = k then remains. The competitor has n_k samples, not N.

```lean
/-- For `f ≥ 0`, positive probabilities `q i` and counts `n i ≥ 1`, the variance of the balance
heuristic exceeds that of importance sampling with only the `n k` samples of technique `k` by at
most `(1 / min n i - 1 / ∑ n i) * (∑ f) ^ 2`. -/
theorem balance_le_single_technique [Nonempty ι] (n : ι → ℕ) (q : ι → X → ℝ) (f : X → ℝ)
    (hn : ∀ i, 1 ≤ n i) (hq : ∀ i x, 0 < q i x) (hq1 : ∀ i, ∑ x, q i x = 1)
    (hf : ∀ x, 0 ≤ f x) (k : ι) :
    misVariance n q (balance n q) f ≤ (∑ x, f x ^ 2 / q k x - (∑ x, f x) ^ 2) / n k +
      (1 / ((univ.inf' univ_nonempty n : ℕ) : ℝ) - 1 / ∑ i, (n i : ℝ)) * (∑ x, f x) ^ 2 := by
  have h := balance_variance_le n q (fun i _ => if i = k then 1 else 0) f hn hq hq1 hf
    (fun i _ => by split_ifs <;> norm_num) (fun _ => by simp)
  rw [misVariance_eq n q (fun i _ => if i = k then 1 else 0) f hn hq hq1,
    sum_eq_single k (fun i _ hi => by simp [hi]) (by simp)] at h
  simpa using h
```

## (j) Two configurations, two samples

Take q_0 = (1/2, 1/2), q_1 = (1/4, 3/4), f = (1/2, 1/2) and n_0 = n_1 = 1. Show that

Var_b = 7/225, while w_0 = 1, w_1 = 0 gives Var_w = 0.

**Solution.** Here D = (3/4, 5/4), so S_b = (1/4)(4/3 + 4/5) = 8/15. Since b_0 = (2/3, 2/5), the two sums Σ_x b_i f are 8/15 and 7/15, and T_b = 113/225. Thus Var_b = 120/225 − 113/225 = 7/225. With all weight on technique 0, its sample always gives f/q_0 = 1 and the other sample contributes 0, so the variance vanishes. The excess is about 0.031; the bound in (h) allows 1/2. Here f = q_0, so the target is one of the sampled distributions; in the opening problem it belongs to a temperature that was not sampled.

```lean
/-- Two probability distributions on two points. -/
def twoPoint : Fin 2 → Fin 2 → ℝ := ![![1 / 2, 1 / 2], ![1 / 4, 3 / 4]]

/-- With one sample from each `twoPoint` distribution and `f = 1/2` at both points, the balance
heuristic has variance `7/225`, while putting all weight on the first technique gives zero. -/
theorem balance_not_optimal :
    misVariance (fun _ => 1) twoPoint (balance (fun _ => 1) twoPoint) (fun _ => 1 / 2) = 7 / 225 ∧
    misVariance (fun _ => 1) twoPoint (fun i _ => if i = 0 then 1 else 0) (fun _ => 1 / 2) = 0 := by
  have hq : ∀ i x, 0 < twoPoint i x := by
    norm_num [Fin.forall_fin_two, twoPoint]
  have hq1 : ∀ i, ∑ x, twoPoint i x = 1 := by
    norm_num [Fin.forall_fin_two, Fin.sum_univ_two, twoPoint]
  constructor
  · rw [misVariance_eq _ _ _ _ (fun _ => le_rfl) hq hq1]
    norm_num [Fin.sum_univ_two, balance, twoPoint]
  · rw [misVariance_eq _ _ _ _ (fun _ => le_rfl) hq hq1]
    norm_num [Fin.sum_univ_two, twoPoint]

end

end MultipleImportanceSampling
```

```lean
#print axioms MultipleImportanceSampling.estimator_unbiased
#print axioms MultipleImportanceSampling.balance_variance_le
#print axioms MultipleImportanceSampling.balance_le_single_technique
#print axioms MultipleImportanceSampling.balance_not_optimal
```

```
'MultipleImportanceSampling.estimator_unbiased' depends on axioms: [propext, Classical.choice, Quot.sound]
'MultipleImportanceSampling.balance_variance_le' depends on axioms: [propext, Classical.choice, Quot.sound]
'MultipleImportanceSampling.balance_le_single_technique' depends on axioms: [propext, Classical.choice, Quot.sound]
'MultipleImportanceSampling.balance_not_optimal' depends on axioms: [propext, Classical.choice, Quot.sound]
```
